# Bound np states supply less than 4 of the 9/2 atomic units of the hydrogen 1s polarizability

When a static polarizability is computed as a sum over states, one must decide which states to include. For nonrelativistic hydrogen with a fixed nucleus, in its 1s state, all the bound np states together are not enough. Their contributions add up to less than 4 atomic units, whereas the Dalgarno-Lewis method, which solves one inhomogeneous equation instead of summing, gives 9/2.

## The states and the two polarizabilities

```lean
import Mathlib

open MeasureTheory Set Finset

namespace HydrogenBoundPolarizability

noncomputable section
```

Lengths are in bohr and energies in hartree. A `def` introduces a quantity and a `theorem` a statement with its proof; `ℕ` and `ℝ` are the natural and real numbers.

```lean
/-- The associated Laguerre polynomial of degree `m` and upper index 3. -/
def laguerre (m : ℕ) (x : ℝ) : ℝ :=
  ∑ k ∈ range (m + 1), (-1) ^ k * ((m + 3).choose (k + 3) : ℝ) / (k.factorial : ℝ) * x ^ k
```

This is $L_m^{(3)}(x)$, with $k$ running from 0 to $m$. Here $m$ counts radial nodes and is not the magnetic quantum number; the principal quantum number is $n=m+2$.

```lean
/-- The textbook prefactor of the radial function of the np state, `n = m + 2`. -/
def radialNorm (m : ℕ) : ℝ :=
  √((2 / ((m : ℝ) + 2)) ^ 3 * m.factorial / (2 * ((m : ℝ) + 2) * (m + 3).factorial))
```

This is the usual prefactor $N_m$ for $l=1$.

```lean
/-- The hydrogen radial function of the np state with `m` radial nodes, `n = m + 2`. -/
def radialP (m : ℕ) (r : ℝ) : ℝ :=
  radialNorm m * Real.exp (-r / ((m : ℝ) + 2)) * (2 / ((m : ℝ) + 2) * r) *
    laguerre m (2 / ((m : ℝ) + 2) * r)
```

The np radial function is $R_{n1}=N_m e^{-r/n}(2r/n)L_m^{(3)}(2r/n)$, taken from the textbook solution.

```lean
/-- The hydrogen 1s radial function. -/
def radialS (r : ℝ) : ℝ := 2 * Real.exp (-r)
```

Likewise $R_{1s}=2e^{-r}$.

```lean
/-- The hydrogen level energy in hartree, for `n ≥ 1`. -/
def energy (n : ℕ) : ℝ := -1 / (2 * (n : ℝ) ^ 2)
```

The levels are $E_n=-1/(2n^2)$.

```lean
/-- The radial dipole integral between 1s and the np state, `n = m + 2`. -/
def dipole (m : ℕ) : ℝ := ∫ r in Ioi (0 : ℝ), radialP m r * r * radialS r * r ^ 2
```

The dipole integral is $D_m=\int_0^\infty R_{n1}\,r\,R_{1s}\,r^2dr$; `Ioi 0` is the half-line $r>0$.

```lean
/-- The second-order contribution of the np state, `n = m + 2`, to the 1s polarizability;
the factor 1/3 is the angular part of the squared dipole element. -/
def contribution (m : ℕ) : ℝ := 2 * (dipole m ^ 2 / 3) / (energy (m + 2) - energy 1)
```

Each state contributes $2(D_m^2/3)/(E_n-E_1)$.

```lean
/-- The Dalgarno-Lewis first-order function, as `r` times its radial part. -/
def firstOrder (r : ℝ) : ℝ := (2 * r ^ 2 + r ^ 3) * Real.exp (-r)
```

This is $u(r)=(2r^2+r^3)e^{-r}$, $r$ times a radial function. For a perturbation $+Fz$ with field strength $F$, the first-order wavefunction has the opposite sign.

```lean
/-- The 1s polarizability computed from the Dalgarno-Lewis function. -/
def polarizability : ℝ :=
  2 / 3 * ∫ r in Ioi (0 : ℝ), firstOrder r * r * (r * radialS r)
```

The second route is $\alpha=\frac23\int_0^\infty u\,r\,(rR_{1s})\,dr$. It is easy to confuse $R$ with $rR$ here: another factor $r^2$ would count the volume element twice.

## The dipole integral in closed form

```lean
/-- The moments of a decaying exponential on the half-line, for decay rate `b > 0`. -/
theorem moment (k : ℕ) {b : ℝ} (hb : 0 < b) :
    ∫ r in Ioi (0 : ℝ), r ^ k * Real.exp (-(b * r)) = k.factorial / b ^ (k + 1) := by
  have h := Real.integral_rpow_mul_exp_neg_mul_Ioi (show (0 : ℝ) < (k : ℝ) + 1 by positivity) hb
  rw [Real.Gamma_nat_eq_factorial] at h
  simp only [add_sub_cancel_right, Real.rpow_natCast] at h
  have h2 : (1 / b) ^ ((k : ℝ) + 1) = (1 / b) ^ (k + 1) := by
    exact_mod_cast Real.rpow_natCast (1 / b) (k + 1)
  rw [h, h2, one_div, inv_pow, div_eq_inv_mul]
```

For $b>0$, $\int_0^\infty r^ke^{-br}dr=k!/b^{k+1}$, from Mathlib's Gamma integral.

```lean
/-- A power times a decaying exponential is integrable on the half-line, for `b > 0`. -/
theorem integrable_moment (k : ℕ) {b : ℝ} (hb : 0 < b) :
    Integrable (fun r : ℝ => r ^ k * Real.exp (-(b * r))) (volume.restrict (Ioi 0)) := by
  by_contra h
  have h0 := integral_undef h
  rw [moment k hb] at h0
  have hp : 0 < (k.factorial : ℝ) / b ^ (k + 1) := by positivity
  exact hp.ne' h0
```

Lean gives a non-integrable function the integral 0, so the positive moment proves integrability.

```lean
/-- The binomial sum to which the 1s-np dipole integral reduces. -/
theorem binomial_sum (m : ℕ) (y : ℝ) :
    (1 + y) * ∑ k ∈ range (m + 1), (m.choose k : ℝ) * ((k : ℝ) + 4) * y ^ k =
      (1 + y) ^ m * (4 * (1 + y) + m * y) := by
  have h0 : ∀ n : ℕ, ∑ k ∈ range (n + 1), (n.choose k : ℝ) * y ^ k = (1 + y) ^ n := by
    intro n
    rw [add_comm 1 y, add_pow]
    refine sum_congr rfl fun k _ => ?_
    simp only [one_pow]
    ring
  cases m with
  | zero => simp [mul_comm]
  | succ n =>
    -- absorb the factor k into the binomial coefficient
    have h1 : ∑ k ∈ range (n + 1 + 1), ((n + 1).choose k : ℝ) * (k : ℝ) * y ^ k =
        ((n : ℝ) + 1) * y * (1 + y) ^ n := by
      rw [sum_range_succ', ← h0 n, mul_sum]
      simp only [Nat.cast_zero, mul_zero, zero_mul, add_zero]
      refine sum_congr rfl fun k _ => ?_
      have h : ((n : ℝ) + 1) * (n.choose k : ℝ) =
          ((n + 1).choose (k + 1) : ℝ) * ((k : ℝ) + 1) := by
        exact_mod_cast Nat.add_one_mul_choose_eq n k
      push_cast
      linear_combination (-(y ^ k * y)) * h
    have h2 : ∑ k ∈ range (n + 1 + 1), ((n + 1).choose k : ℝ) * ((k : ℝ) + 4) * y ^ k =
        ∑ k ∈ range (n + 1 + 1), ((n + 1).choose k : ℝ) * (k : ℝ) * y ^ k +
        4 * ∑ k ∈ range (n + 1 + 1), ((n + 1).choose k : ℝ) * y ^ k := by
      rw [mul_sum, ← sum_add_distrib]
      exact sum_congr rfl fun k _ => by ring
    rw [h2, h1, h0]
    push_cast
    ring
```

By hand, $\sum_k\binom mk y^k=(1+y)^m$ and $\sum_k k\binom mk y^k=my(1+y)^{m-1}$. Add four times the first to the second and multiply by $1+y$. Lean treats $m=0$ separately and otherwise absorbs $k$ into the binomial coefficient.

```lean
/-- The integral of a Laguerre polynomial against `r ^ 4 * exp (-b r)`, `b > 0`, is a
binomial sum. -/
theorem integral_laguerre (m : ℕ) {b : ℝ} (s : ℝ) (hb : 0 < b) :
    ∫ r in Ioi (0 : ℝ), r ^ 4 * Real.exp (-(b * r)) * laguerre m (s * r) =
      ((m : ℝ) + 1) * (m + 2) * (m + 3) / b ^ 5 *
        ∑ k ∈ range (m + 1), (m.choose k : ℝ) * ((k : ℝ) + 4) * (-(s / b)) ^ k := by
  have h : (fun r : ℝ => r ^ 4 * Real.exp (-(b * r)) * laguerre m (s * r)) =
      fun r => ∑ k ∈ range (m + 1),
        ((-1) ^ k * ((m + 3).choose (k + 3) : ℝ) / (k.factorial : ℝ) * s ^ k) *
          (r ^ (k + 4) * Real.exp (-(b * r))) := by
    funext r
    simp only [laguerre, mul_sum]
    exact sum_congr rfl fun k _ => by ring
  rw [h, integral_finsetSum _ fun k _ => (integrable_moment (k + 4) hb).const_mul _, mul_sum]
  refine sum_congr rfl fun k _ => ?_
  rw [integral_const_mul, moment (k + 4) hb]
  have h1 : ((m : ℝ) + 1) * (m.choose k : ℝ) = ((m + 1).choose (k + 1) : ℝ) * ((k : ℝ) + 1) := by
    exact_mod_cast Nat.add_one_mul_choose_eq m k
  have h2 : ((m : ℝ) + 2) * ((m + 1).choose (k + 1) : ℝ) =
      ((m + 2).choose (k + 2) : ℝ) * ((k : ℝ) + 2) := by
    exact_mod_cast Nat.add_one_mul_choose_eq (m + 1) (k + 1)
  have h3 : ((m : ℝ) + 3) * ((m + 2).choose (k + 2) : ℝ) =
      ((m + 3).choose (k + 3) : ℝ) * ((k : ℝ) + 3) := by
    exact_mod_cast Nat.add_one_mul_choose_eq (m + 2) (k + 2)
  have hc : ((m + 3).choose (k + 3) : ℝ) * ((k : ℝ) + 3) * (k + 2) * (k + 1) =
      ((m : ℝ) + 1) * (m + 2) * (m + 3) * (m.choose k : ℝ) := by
    linear_combination (-((k : ℝ) + 2) * (k + 1)) * h3 - ((m : ℝ) + 3) * (k + 1) * h2 -
      ((m : ℝ) + 3) * (m + 2) * h1
  have hf : ((k + 4).factorial : ℝ) =
      ((k : ℝ) + 4) * (k + 3) * (k + 2) * (k + 1) * k.factorial := by
    push_cast [Nat.factorial_succ]
    ring
  have hk : (k.factorial : ℝ) ≠ 0 := by positivity
  calc _ = (-1) ^ k * s ^ k * ((k : ℝ) + 4) / b ^ (k + 5) *
        (((m + 3).choose (k + 3) : ℝ) * ((k : ℝ) + 3) * (k + 2) * (k + 1)) := by
        rw [hf]
        field_simp
    _ = _ := by
        rw [hc, neg_pow (s / b) k, div_pow, pow_add b k 5]
        field_simp
```

Integrate term by term, then use $(k+4)!/k!=(k+4)(k+3)(k+2)(k+1)$ and
$$\tbinom{m+3}{k+3}(k+3)(k+2)(k+1)=(m+3)(m+2)(m+1)\tbinom mk .$$
Lean obtains the latter from three absorption identities, `h1` to `h3`.

```lean
/-- The squared radial dipole integral between 1s and np, with `n = m + 2`. -/
theorem dipole_sq (m : ℕ) :
    dipole m ^ 2 = 256 * ((m : ℝ) + 2) ^ 7 / (((m : ℝ) + 1) * ((m : ℝ) + 3) ^ 9) *
      (((m : ℝ) + 1) / ((m : ℝ) + 3)) ^ (2 * m) := by
  have hb : 0 < ((m : ℝ) + 3) / ((m : ℝ) + 2) := by positivity
  have h : (fun r : ℝ => radialP m r * r * radialS r * r ^ 2) = fun r =>
      (4 * radialNorm m / ((m : ℝ) + 2)) * (r ^ 4 *
        Real.exp (-(((m : ℝ) + 3) / ((m : ℝ) + 2) * r)) * laguerre m (2 / ((m : ℝ) + 2) * r)) := by
    funext r
    have he : Real.exp (-(((m : ℝ) + 3) / ((m : ℝ) + 2) * r)) =
        Real.exp (-r / ((m : ℝ) + 2)) * Real.exp (-r) := by
      rw [← Real.exp_add]
      congr 1
      field_simp
      ring
    rw [he, radialP, radialS]
    ring
  have hy : 2 / ((m : ℝ) + 2) / (((m : ℝ) + 3) / ((m : ℝ) + 2)) = 2 / ((m : ℝ) + 3) := by
    field_simp
  have hS := binomial_sum m (-(2 / ((m : ℝ) + 3)))
  have hq : 1 + -(2 / ((m : ℝ) + 3)) = ((m : ℝ) + 1) / ((m : ℝ) + 3) := by
    field_simp
    ring
  have hq2 : 4 * (((m : ℝ) + 1) / ((m : ℝ) + 3)) + m * -(2 / ((m : ℝ) + 3)) =
      ((m : ℝ) + 1) / ((m : ℝ) + 3) * (2 * ((m : ℝ) + 2) / ((m : ℝ) + 1)) := by
    field_simp
    ring
  rw [hq, hq2, mul_left_comm] at hS
  have hS' := mul_left_cancel₀ (show ((m : ℝ) + 1) / ((m : ℝ) + 3) ≠ 0 by positivity) hS
  have hf : ((m + 3).factorial : ℝ) = ((m : ℝ) + 3) * (m + 2) * (m + 1) * m.factorial := by
    push_cast [Nat.factorial_succ]
    ring
  have hN : radialNorm m ^ 2 = 4 / (((m : ℝ) + 2) ^ 5 * (m + 1) * (m + 3)) := by
    rw [radialNorm, Real.sq_sqrt (by positivity), hf]
    field_simp
    norm_num
  rw [dipole, h, integral_const_mul, integral_laguerre m _ hb, hy, hS', pow_mul']
  generalize (((m : ℝ) + 1) / ((m : ℝ) + 3)) ^ m = Q
  rw [mul_pow, div_pow, mul_pow, hN]
  field_simp
  ring
```

The decay rate is $b=(n+1)/n$ and the Laguerre scale is $s=2/n$, so $y=-s/b=-2/(n+1)$. With $q=1+y=(n-1)/(n+1)$, the binomial sum is $2n\,q^m/(n-1)$. Hence
$$D_m=\frac{4N_m}{n}\,\frac{(n-1)n(n+1)n^5}{(n+1)^5}\,\frac{2n\,q^m}{n-1}=\frac{8N_mn^6q^m}{(n+1)^4}.$$
Since $N_m^2=4/[n^5(n-1)(n+1)]$,
$$D_m^2=\frac{256\,n^7}{(n-1)(n+1)^9}\,q^{2m}.$$
The tactics `field_simp` and `ring` clear denominators and compare polynomials.

```lean
/-- The contribution of the np state, `n = m + 2`, in closed form. -/
theorem contribution_eq (m : ℕ) :
    contribution m = 1024 / 3 * ((m : ℝ) + 2) ^ 9 * ((m : ℝ) + 1) ^ (2 * (m + 2)) /
      (((m : ℝ) + 1) ^ 6 * ((m : ℝ) + 3) ^ (2 * (m + 2) + 6)) := by
  have hE : energy (m + 2) - energy 1 =
      ((m : ℝ) + 1) * ((m : ℝ) + 3) / (2 * ((m : ℝ) + 2) ^ 2) := by
    simp only [energy]
    push_cast
    field_simp
    ring
  have h1 : ((m : ℝ) + 1) ^ (2 * (m + 2)) = ((m : ℝ) + 1) ^ (2 * m) * ((m : ℝ) + 1) ^ 4 := by
    rw [← pow_add]
    rfl
  have h3 : ((m : ℝ) + 3) ^ (2 * (m + 2) + 6) =
      ((m : ℝ) + 3) ^ (2 * m) * ((m : ℝ) + 3) ^ 10 := by
    rw [← pow_add]
    rfl
  rw [contribution, dipole_sq, hE, div_pow, h1, h3]
  field_simp
  norm_num
```

Multiplying $D_m^2$ by $2/3$ and dividing by $E_n-E_1=(n-1)(n+1)/(2n^2)$ gives the contribution
$$\frac{1024}{3}\,\frac{n^9(n-1)^{2n}}{(n-1)^6(n+1)^{2n+6}}.$$
For 2p, $D_0^2=32768/19683\approx1.665$ and the energy gap is $3/8$, so the contribution is about $2.960$.

## Bounding the tail

```lean
/-- From `n = j + 5 = 5` on, the contributions lie below a telescoping sequence. -/
theorem tail_bound (j : ℕ) :
    contribution (j + 3) ≤ 128 / 15 / (((j : ℝ) + 4) * ((j : ℝ) + 5)) -
      128 / 15 / (((j : ℝ) + 5) * ((j : ℝ) + 6)) := by
  have hx : (0 : ℝ) ≤ j := Nat.cast_nonneg j
  have hform : contribution (j + 3) = 1024 / 3 * ((j : ℝ) + 5) ^ 9 /
      (((j : ℝ) + 4) ^ 6 * ((j : ℝ) + 6) ^ 6) *
        (((j : ℝ) + 4) / ((j : ℝ) + 6)) ^ (2 * (j + 5)) := by
    rw [contribution_eq]
    push_cast
    rw [show (j : ℝ) + 3 + 2 = j + 5 by ring, show (j : ℝ) + 3 + 1 = j + 4 by ring,
      show (j : ℝ) + 3 + 3 = j + 6 by ring, show j + 3 + 2 = j + 5 from rfl, pow_add _ _ 6,
      div_pow]
    field_simp
    ring
  -- the power is at most exp (-10/3), which is below 1/25
  have hq : (((j : ℝ) + 4) / ((j : ℝ) + 6)) ^ (2 * (j + 5)) ≤ 1 / 25 := by
    have h1 : ((j : ℝ) + 4) / ((j : ℝ) + 6) ≤ Real.exp (-2 / ((j : ℝ) + 6)) := by
      have h := Real.add_one_le_exp (-2 / ((j : ℝ) + 6))
      have h' : ((j : ℝ) + 4) / ((j : ℝ) + 6) = -2 / ((j : ℝ) + 6) + 1 := by
        field_simp
        ring
      rw [h']
      exact h
    have h2 := pow_le_pow_left₀ (by positivity) h1 (2 * (j + 5))
    rw [← Real.exp_nat_mul] at h2
    have h3 : ((2 * (j + 5) : ℕ) : ℝ) * (-2 / ((j : ℝ) + 6)) ≤ -(10 / 3) := by
      push_cast
      rw [← mul_div_assoc, div_le_iff₀ (by positivity)]
      linarith
    have h4 : Real.exp (10 / 3) = Real.exp 1 ^ 3 * Real.exp (1 / 3) := by
      rw [← Real.exp_nat_mul, ← Real.exp_add]
      norm_num
    have h5 : (25 : ℝ) ≤ Real.exp (10 / 3) := by
      have ha : (2.7 : ℝ) ^ 3 ≤ Real.exp 1 ^ 3 :=
        pow_le_pow_left₀ (by norm_num) (by linarith [Real.exp_one_gt_d9]) 3
      have hb := Real.add_one_le_exp (1 / 3 : ℝ)
      rw [h4]
      nlinarith
    calc _ ≤ Real.exp (-(10 / 3)) := h2.trans (Real.exp_le_exp.mpr h3)
      _ = 1 / Real.exp (10 / 3) := by rw [Real.exp_neg, one_div]
      _ ≤ 1 / 25 := one_div_le_one_div_of_le (by norm_num) h5
  have h5 : (((j : ℝ) + 5) ^ 2) ^ 5 ≤ 5 / 4 * (((j : ℝ) + 4) * ((j : ℝ) + 6)) ^ 5 := by
    have h := pow_le_pow_left₀ (by positivity)
      (show ((j : ℝ) + 5) ^ 2 ≤ 25 / 24 * (((j : ℝ) + 4) * ((j : ℝ) + 6)) by nlinarith) 5
    rw [mul_pow (25 / 24 : ℝ)] at h
    exact h.trans (mul_le_mul_of_nonneg_right (by norm_num) (by positivity))
  rw [hform]
  calc _ ≤ 1024 / 3 * ((j : ℝ) + 5) ^ 9 / (((j : ℝ) + 4) ^ 6 * ((j : ℝ) + 6) ^ 6) * (1 / 25) :=
        mul_le_mul_of_nonneg_left hq (by positivity)
    _ = 1024 / 75 * (((j : ℝ) + 5) ^ 2) ^ 5 /
        (((j : ℝ) + 5) * (((j : ℝ) + 4) * ((j : ℝ) + 6)) ^ 6) := by
        field_simp
        norm_num
    _ ≤ 1024 / 75 * (5 / 4 * (((j : ℝ) + 4) * ((j : ℝ) + 6)) ^ 5) /
        (((j : ℝ) + 5) * (((j : ℝ) + 4) * ((j : ℝ) + 6)) ^ 6) := by gcongr
    _ = _ := by
        field_simp
        ring
```

Put $n=j+5$. From $1+x\le e^x$,
$$q^{2n}\le e^{-4n/(n+1)}\le e^{-10/3}\le\tfrac1{25},$$
the last step because $e^{10/3}\ge2.7^3\cdot\frac43>25$. Also $n^2\le\frac{25}{24}(n^2-1)$, so $n^{10}\le\frac54(n^2-1)^5$. The term is therefore at most
$$\frac{256/15}{(n-1)n(n+1)}=\frac{128}{15}\left[\frac1{(n-1)n}-\frac1{n(n+1)}\right].$$

## The Dalgarno-Lewis value

```lean
/-- For `r > 0` the Dalgarno-Lewis function solves the p-wave radial equation at the 1s energy
with the dipole-excited 1s state as source. -/
theorem firstOrder_equation {r : ℝ} (hr : 0 < r) :
    -(1 / 2) * deriv (deriv firstOrder) r + (1 / r ^ 2 - 1 / r) * firstOrder r -
      energy 1 * firstOrder r = r * (r * radialS r) := by
  have he : ∀ x : ℝ, HasDerivAt (fun t : ℝ => Real.exp (-t)) (-Real.exp (-x)) x := fun x => by
    simpa using ((hasDerivAt_id' x).fun_neg).exp
  have h1 : ∀ x : ℝ, HasDerivAt firstOrder ((4 * x + x ^ 2 - x ^ 3) * Real.exp (-x)) x :=
    fun x => ((((hasDerivAt_pow 2 x).const_mul 2).fun_add (hasDerivAt_pow 3 x)).fun_mul
      (he x)).congr_deriv (by simp only [Nat.cast_ofNat, Nat.reduceSub]; ring)
  have h2 : HasDerivAt (fun x : ℝ => (4 * x + x ^ 2 - x ^ 3) * Real.exp (-x))
      ((4 - 2 * r - 4 * r ^ 2 + r ^ 3) * Real.exp (-r)) r :=
    (((((hasDerivAt_id' r).const_mul 4).fun_add (hasDerivAt_pow 2 r)).fun_sub
      (hasDerivAt_pow 3 r)).fun_mul (he r)).congr_deriv
      (by simp only [Nat.cast_ofNat, Nat.reduceSub]; ring)
  rw [show deriv firstOrder = _ from funext fun x => (h1 x).deriv, h2.deriv]
  simp only [firstOrder, energy, radialS, Nat.cast_one]
  field_simp
  ring
```

The equation, for $r>0$, is
$$-\tfrac12u''+\left(\tfrac1{r^2}-\tfrac1r\right)u-E_1u=r(rR_{1s}).$$
Here $u''=(4-2r-4r^2+r^3)e^{-r}$, and the left side collapses to $2r^2e^{-r}$, which is the source. Lean computes both derivatives by the product rule.

```lean
/-- The Dalgarno-Lewis polarizability of hydrogen 1s is 9/2 atomic units. -/
theorem polarizability_eq : polarizability = 9 / 2 := by
  have h : (fun r : ℝ => firstOrder r * r * (r * radialS r)) = fun r =>
      4 * (r ^ 4 * Real.exp (-(2 * r))) + 2 * (r ^ 5 * Real.exp (-(2 * r))) := by
    funext r
    have he : Real.exp (-(2 * r)) = Real.exp (-r) * Real.exp (-r) := by
      rw [← Real.exp_add]
      congr 1
      ring
    rw [he, firstOrder, radialS]
    ring
  have h2 : (0 : ℝ) < 2 := by norm_num
  rw [polarizability, h, integral_add ((integrable_moment 4 h2).const_mul 4)
    ((integrable_moment 5 h2).const_mul 2), integral_const_mul, integral_const_mul,
    moment 4 h2, moment 5 h2]
  norm_num [Nat.factorial]
```

The moments give $\alpha=\frac23\left(4\cdot\frac{4!}{2^5}+2\cdot\frac{5!}{2^6}\right)=\frac23\cdot\frac{27}4=\frac92$.

## What the bound states miss

```lean
/-- The contributions of all bound np states to the 1s polarizability form a convergent series
with sum below 4, which misses the Dalgarno-Lewis value by more than 1/2. -/
theorem bound_states_insufficient :
    Summable contribution ∧ ∑' m, contribution m < 4 ∧
      1 / 2 < polarizability - ∑' m, contribution m := by
  have hpos : ∀ m, 0 ≤ contribution m := fun m => by
    rw [contribution_eq]
    positivity
  -- telescoping bound on the partial sums from n = 5 on
  have hT : ∀ N : ℕ, ∑ j ∈ range N, contribution (j + 3) ≤
      32 / 75 - 128 / 15 / (((N : ℝ) + 4) * ((N : ℝ) + 5)) := by
    intro N
    induction N with
    | zero => norm_num
    | succ N ih =>
      have h := tail_bound N
      rw [sum_range_succ]
      push_cast
      rw [show (N : ℝ) + 1 + 4 = N + 5 by ring, show (N : ℝ) + 1 + 5 = N + 6 by ring]
      linarith
  have hT' : ∀ N : ℕ, ∑ j ∈ range N, contribution (j + 3) ≤ 32 / 75 := fun N => by
    have h : 0 ≤ 128 / 15 / (((N : ℝ) + 4) * ((N : ℝ) + 5)) := by positivity
    linarith [hT N]
  have hs : Summable contribution :=
    (summable_nat_add_iff 3).mp (summable_of_sum_range_le (fun j => hpos (j + 3)) hT')
  have htail := Real.tsum_le_of_sum_range_le (fun j => hpos (j + 3)) hT'
  -- the three states 2p, 3p, 4p are summed explicitly
  have h3 : ∑ m ∈ range 3, contribution m < 7 / 2 := by
    simp only [sum_range_succ, sum_range_zero, contribution_eq]
    norm_num
  have hsum := hs.sum_add_tsum_nat_add 3
  have hlt : ∑' m, contribution m < 4 := by linarith
  refine ⟨hs, hlt, ?_⟩
  rw [polarizability_eq]
  linarith

end

end HydrogenBoundPolarizability
```

`Summable` states convergence, and `∑'` is the infinite sum. The terms are nonnegative, and induction on the telescoping bound keeps every partial sum from $n=5$ on below $32/75$. The states 2p, 3p and 4p give about $2.960+0.400+0.132$, less than $7/2$. The total is below $7/2+32/75<4$, leaving more than $1/2$ atomic unit of $\alpha=9/2$ unaccounted for.

Assigning that remainder to the continuum needs two facts that are taken from physics here: the dipole operator connects 1s only to p states, and the bound and continuum eigenfunctions of hydrogen together form a complete set. For this one-electron atom in a static field, a sum-over-states calculation must then represent the continuum as well, for instance by discretised states.

```lean
#print axioms HydrogenBoundPolarizability.firstOrder_equation
#print axioms HydrogenBoundPolarizability.bound_states_insufficient
```

```
'HydrogenBoundPolarizability.firstOrder_equation' depends on axioms: [propext, Classical.choice, Quot.sound]
'HydrogenBoundPolarizability.bound_states_insufficient' depends on axioms: [propext, Classical.choice, Quot.sound]
```
